# Moving undamped oscillator strength to a higher resonance raises ε(w) between the two resonances and lowers it below and above them

Take one undamped oscillator of strength 1 with squared resonance frequency 1, and move it to squared frequency 3 without changing its strength. Its term in the dielectric function at frequency w goes from 1/(1 − w²) to 1/(3 − w²).

- At w² = 0 it falls from 1 to 1/3. The stiffer oscillator yields less to a static field.
- At w² = 2 it rises from −1 to 1. The oscillator moved against the field and now moves with it.
- At w² = 4 it falls from −1/3 to −1. The oscillator still moves against the field, but is now driven closer to its resonance.

Absorption strength moves in this way when, for example, a gap opens in a metal and free-carrier weight reappears at higher frequency. The question is how the real dielectric function responds at each fixed frequency when other oscillators are present and the total strength is conserved. "Increase" and "decrease" always compare ε before and after the transfer at the same w; they don't describe the slope of ε(w).

## Oscillators and the transfer of strength

```lean
import Mathlib

open Filter Topology

namespace SpectralWeightTransfer

noncomputable section

variable {ι : Type*} [Fintype ι]
```

The symbol `ι` stands for a finite set of labels, one for each oscillator.

```lean
/-- Real dielectric function of undamped oscillators with strengths `f k` and resonance
frequencies `W k`, at a frequency `w` with `w ^ 2 ≠ W k ^ 2` for all `k`. -/
def epsilon (f W : ι → ℝ) (w : ℝ) : ℝ := 1 + ∑ k, f k / (W k ^ 2 - w ^ 2)
```

A function `f : ι → ℝ` assigns a real number to each label. The definition reads

ε(w) = 1 + Σ_k f_k / (W_k² − w²).

Here w is the textbook ω, and W_k is the resonance frequency of oscillator k. The strength f_k measures how strongly that transition couples to the field. It has the unit of frequency squared, so it is the usual dimensionless oscillator strength multiplied by a squared plasma frequency. A resonance at W_k = 0 gives −f_k/w², the Drude term of carriers without scattering.

```lean
/-- The oscillator strengths after an amount `g` is taken from oscillator `i` and given to
oscillator `j`. -/
def transfer [DecidableEq ι] (f : ι → ℝ) (i j : ι) (g : ℝ) : ι → ℝ :=
  fun k => f k - (if k = i then g else 0) + (if k = j then g else 0)
```

The transfer takes g from oscillator i, adds it to oscillator j and leaves the rest alone. Choosing g = f_i moves the whole oscillator. Lean accepts any real g and any real strengths; for a medium with non-negative strengths that should stay so, take 0 < g ≤ f_i.

```lean
/-- A transfer of spectral weight leaves the total oscillator strength unchanged. -/
theorem sum_transfer [DecidableEq ι] (f : ι → ℝ) (i j : ι) (g : ℝ) :
    ∑ k, transfer f i j g k = ∑ k, f k := by
  simp only [transfer, Finset.sum_add_distrib, Finset.sum_sub_distrib, Finset.sum_ite_eq',
    Finset.mem_univ, if_true]
  ring
```

The total changes by −g + g = 0. In Lean, `simp` reduces each sum over an `if` to its single surviving term, and `ring` cancels the two.

## The change as a single fraction

```lean
/-- Off all resonances, the change of the dielectric function caused by a transfer is a single
fraction with denominator `(W i ^ 2 - w ^ 2) * (W j ^ 2 - w ^ 2)`. -/
theorem epsilon_transfer_sub [DecidableEq ι] (f W : ι → ℝ) (i j : ι) (g : ℝ) {w : ℝ}
    (hoff : ∀ k, w ^ 2 ≠ W k ^ 2) :
    epsilon (transfer f i j g) W w - epsilon f W w =
      -(g * (W j ^ 2 - W i ^ 2)) / ((W i ^ 2 - w ^ 2) * (W j ^ 2 - w ^ 2)) := by
  have hi : W i ^ 2 - w ^ 2 ≠ 0 := sub_ne_zero.mpr (hoff i).symm
  have hj : W j ^ 2 - w ^ 2 ≠ 0 := sub_ne_zero.mpr (hoff j).symm
  -- the background oscillators cancel
  have h : epsilon (transfer f i j g) W w - epsilon f W w =
      g / (W j ^ 2 - w ^ 2) - g / (W i ^ 2 - w ^ 2) := by
    simp only [epsilon, transfer, add_div, sub_div, ite_div, zero_div,
      Finset.sum_add_distrib, Finset.sum_sub_distrib, Finset.sum_ite_eq',
      Finset.mem_univ, if_true]
    ring
  rw [h, div_sub_div _ _ hj hi, div_eq_div_iff (mul_ne_zero hj hi) (mul_ne_zero hi hj)]
  ring
```

The hypothesis `hoff` says that w² differs from every W_k², so no denominator vanishes. Write Δε for ε after the transfer minus ε before it. All background terms cancel, leaving

Δε = g/(W_j² − w²) − g/(W_i² − w²)

= g[(W_i² − w²) − (W_j² − w²)] / [(W_i² − w²)(W_j² − w²)]

= −g(W_j² − W_i²) / [(W_i² − w²)(W_j² − w²)].

The step named `h` is the first line. The final `rw` and `ring` combine the fractions and compare them by cross-multiplication. No sign of g and no order of the resonances is needed yet.

## The sign in each frequency range

```lean
/-- Let weight `g > 0` move from a resonance `W i ≥ 0` to a higher one `W j`. At a frequency
`w ≥ 0` off all resonances, the dielectric function decreases exactly when `w` lies below `W i`
or above `W j`, and increases exactly when `w` lies between them. -/
theorem epsilon_transfer_sign [DecidableEq ι] (f W : ι → ℝ) (i j : ι) {g w : ℝ}
    (hi : 0 ≤ W i) (hij : W i < W j) (hg : 0 < g) (hw : 0 ≤ w)
    (hoff : ∀ k, w ^ 2 ≠ W k ^ 2) :
    (epsilon (transfer f i j g) W w < epsilon f W w ↔ w < W i ∨ W j < w) ∧
    (epsilon f W w < epsilon (transfer f i j g) W w ↔ W i < w ∧ w < W j) := by
  have key := epsilon_transfer_sub f W i j g hoff
  have sq : ∀ a b : ℝ, 0 ≤ a → a < b → a ^ 2 < b ^ 2 := fun a b ha hab => by nlinarith
  have hD := mul_pos hg (sub_pos.mpr (sq _ _ hi hij))
  -- outside the window both factors of the denominator have the same sign
  have hdec : (w < W i ∨ W j < w) →
      epsilon (transfer f i j g) W w < epsilon f W w := by
    intro h
    have hp : 0 < (W i ^ 2 - w ^ 2) * (W j ^ 2 - w ^ 2) := by
      rcases h with h | h
      · exact mul_pos (sub_pos.mpr (sq _ _ hw h)) (sub_pos.mpr (sq _ _ hw (h.trans hij)))
      · exact mul_pos_of_neg_of_neg (sub_neg.mpr (sq _ _ hi (hij.trans h)))
          (sub_neg.mpr (sq _ _ (hi.trans hij.le) h))
    have := div_neg_of_neg_of_pos (neg_neg_of_pos hD) hp
    linarith
  -- inside the window the signs are opposite
  have hinc : (W i < w ∧ w < W j) →
      epsilon f W w < epsilon (transfer f i j g) W w := by
    intro h
    have hp : (W i ^ 2 - w ^ 2) * (W j ^ 2 - w ^ 2) < 0 :=
      mul_neg_of_neg_of_pos (sub_neg.mpr (sq _ _ hi h.1)) (sub_pos.mpr (sq _ _ hw h.2))
    have := div_pos_of_neg_of_neg (neg_neg_of_pos hD) hp
    linarith
  have hcov : (w < W i ∨ W j < w) ∨ (W i < w ∧ w < W j) := by
    have h1 : w ≠ W i := fun h => hoff i (by rw [h])
    have h2 : w ≠ W j := fun h => hoff j (by rw [h])
    rcases lt_or_gt_of_ne h1 with h | h
    · exact Or.inl (Or.inl h)
    · rcases lt_or_gt_of_ne h2 with h' | h'
      · exact Or.inr ⟨h, h'⟩
      · exact Or.inl (Or.inr h')
  exact ⟨⟨fun h => hcov.resolve_right fun h' => lt_asymm h (hinc h'), hdec⟩,
    ⟨fun h => hcov.resolve_left fun h' => lt_asymm h (hdec h'), hinc⟩⟩
```

Now let 0 ≤ W_i < W_j, g > 0 and w ≥ 0, with w off all resonances. The theorem joins two equivalences by `∧` ("and"):

Δε < 0 exactly when w < W_i or w > W_j,

Δε > 0 exactly when W_i < w < W_j.

The numerator −g(W_j² − W_i²) is negative, so the denominator decides. Below W_i both of its factors are positive, and above W_j both are negative; the product is positive and Δε < 0. Between the resonances the first factor is negative and the second positive, so Δε > 0.

The helper `sq` turns an order between non-negative frequencies into the same order between their squares. Then `hdec` treats the two outer ranges and `hinc` the window. Since w is on neither resonance, `hcov` places it in one of these ranges. This gives the converse directions: if ε decreased, w can't be in the window, because there ε increases.

The condition w ≥ 0 keeps out the mirror image of the window. With W_i = 1, W_j = 2, g = 1 and w = −1.5, the change is

Δε = −3 / [(1 − 2.25)(4 − 2.25)] > 0,

although w < W_i. The statement is therefore false if w may be any real number off the resonances.

In electronic-structure work this gives the sign of the change in a calculated ε(w) when a correction shifts strength from one transition to a higher one, provided that the spectrum is a finite set of sharp lines, the second transition gains exactly the strength that the first loses, and all other lines stay unchanged. Measured absorption bands are broadened, and the model replaces them by such lines. Damping keeps ε finite at the resonances and can shift the frequencies at which Δε changes sign.

```lean
/-- One oscillator of strength `F > 0` is moved from `w1 > 0` to `w2 > w1`. At `w ≥ 0` off both
resonances its term decreases exactly for `w < w1` or `w > w2`, and increases exactly for
`w1 < w < w2`. -/
theorem single_oscillator_sign {F w1 w2 w : ℝ} (hF : 0 < F) (h1 : 0 < w1) (h12 : w1 < w2)
    (hw : 0 ≤ w) (hw1 : w ≠ w1) (hw2 : w ≠ w2) :
    (F / (w2 ^ 2 - w ^ 2) < F / (w1 ^ 2 - w ^ 2) ↔ w < w1 ∨ w2 < w) ∧
    (F / (w1 ^ 2 - w ^ 2) < F / (w2 ^ 2 - w ^ 2) ↔ w1 < w ∧ w < w2) := by
  have a1 : w ^ 2 ≠ w1 ^ 2 := fun h => hw1 ((sq_eq_sq₀ hw h1.le).mp h)
  have a2 : w ^ 2 ≠ w2 ^ 2 := fun h => hw2 ((sq_eq_sq₀ hw (h1.trans h12).le).mp h)
  have hoff : ∀ k, w ^ 2 ≠ (![w1, w2] : Fin 2 → ℝ) k ^ 2 := by
    intro k
    fin_cases k
    exacts [a1, a2]
  -- two sites, the upper one initially empty
  have h := epsilon_transfer_sign ![F, 0] ![w1, w2] 0 1 h1.le h12 hF hw hoff
  simpa [epsilon, transfer, Fin.sum_univ_two] using h
```

This is the opening example with general numbers: a strength F > 0 moves from w1 > 0 to w2 > w1. The term F/(w1² − w²) becomes F/(w2² − w²), which is smaller exactly for w < w1 or w > w2, and larger exactly for w1 < w < w2.

By hand, set g = F in the previous argument. Lean does the same with two labels, 0 and 1: the strengths `![F, 0]` become 0 and F, and the resonances are `![w1, w2]`. The hypotheses `w ≠ w1` and `w ≠ w2` are first converted to squares, which is allowed because all three frequencies are non-negative. The closing `simpa` removes the constant 1 and the empty oscillator.

## The least rise between the resonances

```lean
/-- Between the resonances `0 ≤ W i < W j`, and off all others, moving weight `g > 0` upwards
raises the dielectric function by at least `4 g / (W j ^ 2 - W i ^ 2)`, with equality exactly
when `w ^ 2` is the mean of the two squared resonance frequencies. -/
theorem window_gain [DecidableEq ι] (f W : ι → ℝ) (i j : ι) {g w : ℝ}
    (hi : 0 ≤ W i) (hiw : W i < w) (hwj : w < W j) (hg : 0 < g)
    (hoff : ∀ k, w ^ 2 ≠ W k ^ 2) :
    4 * g / (W j ^ 2 - W i ^ 2) ≤ epsilon (transfer f i j g) W w - epsilon f W w ∧
    (epsilon (transfer f i j g) W w - epsilon f W w = 4 * g / (W j ^ 2 - W i ^ 2) ↔
      w ^ 2 = (W i ^ 2 + W j ^ 2) / 2) := by
  have h1 : W i ^ 2 - w ^ 2 < 0 := by nlinarith
  have h2 : 0 < W j ^ 2 - w ^ 2 := by nlinarith
  have hD : 0 < W j ^ 2 - W i ^ 2 := by linarith
  have hP := mul_neg_of_neg_of_pos h1 h2
  have hPD := mul_neg_of_neg_of_pos hP hD
  -- the excess over the bound is `-g` times a square, divided by a negative denominator
  have e : epsilon (transfer f i j g) W w - epsilon f W w - 4 * g / (W j ^ 2 - W i ^ 2) =
      -(g * (2 * w ^ 2 - W i ^ 2 - W j ^ 2) ^ 2) /
        ((W i ^ 2 - w ^ 2) * (W j ^ 2 - w ^ 2) * (W j ^ 2 - W i ^ 2)) := by
    rw [epsilon_transfer_sub f W i j g hoff, div_sub_div _ _ hP.ne hD.ne']
    congr 1
    ring
  refine ⟨?_, fun h => ?_, fun h => ?_⟩
  · have hn := mul_nonneg hg.le (sq_nonneg (2 * w ^ 2 - W i ^ 2 - W j ^ 2))
    have := div_nonneg_of_nonpos (neg_nonpos.mpr hn) hPD.le
    linarith
  · have e0 := e.symm.trans (sub_eq_zero.mpr h)
    have e1 := neg_eq_zero.mp ((div_eq_zero_iff.mp e0).resolve_right hPD.ne)
    have e2 := (mul_eq_zero.mp e1).resolve_left hg.ne'
    have e3 := (pow_eq_zero_iff two_ne_zero).mp e2
    linarith
  · have hS : 2 * w ^ 2 - W i ^ 2 - W j ^ 2 = 0 := by linarith
    rw [hS, zero_pow two_ne_zero, mul_zero, neg_zero, zero_div] at e
    linarith
```

Inside the window, put a = w² − W_i² and b = W_j² − w². Both are positive, and a + b = W_j² − W_i². The fraction found above becomes Δε = g(a + b)/(ab), and so

Δε − 4g/(a + b) = g[(a + b)² − 4ab] / [ab(a + b)] = g(a − b)² / [ab(a + b)] ≥ 0.

The rise is thus at least 4g/(W_j² − W_i²), with equality exactly when a = b, that is, when w² = (W_i² + W_j²)/2. In the opening example the bound is 4/2 = 2, which is the rise found at w² = 2. If a background resonance sits at that midpoint, `hoff` excludes the point and the inequality is strict throughout the window.

The identity is `e` in Lean, where a − b appears as `2 * w ^ 2 - W i ^ 2 - W j ^ 2`. The three bullets then prove the bound and the two directions of the equality condition.

## High frequencies

```lean
/-- Far above a resonance with squared frequency `c`, the oscillator responds like a free
charge: `w ^ 2 / (c - w ^ 2)` tends to `-1`. -/
theorem free_response (c : ℝ) :
    Tendsto (fun w : ℝ => w ^ 2 / (c - w ^ 2)) atTop (𝓝 (-1)) := by
  have h : Tendsto (fun w : ℝ => w ^ 2 - c) atTop atTop := by
    simpa only [sub_eq_add_neg] using
      tendsto_atTop_add_const_right atTop (-c) (tendsto_pow_atTop (α := ℝ) two_ne_zero)
  have h2 : Tendsto (fun w : ℝ => c / (w ^ 2 - c)) atTop (𝓝 0) :=
    tendsto_const_nhds.div_atTop h
  have h3 : Tendsto (fun w : ℝ => -1 - c / (w ^ 2 - c)) atTop (𝓝 (-1)) := by
    simpa only [sub_zero] using h2.const_sub (-1)
  refine h3.congr' ?_
  filter_upwards [h.eventually_gt_atTop 0] with w hw
  have hc : c - w ^ 2 ≠ 0 := fun h0 => by linarith
  rw [eq_div_iff hc]
  have h4 : c / (w ^ 2 - c) * (w ^ 2 - c) = c := div_mul_cancel₀ _ hw.ne'
  linear_combination h4
```

`Tendsto … atTop (𝓝 (-1))` means "tends to −1 as w → ∞". The argument is the rewriting

w²/(c − w²) = −1 − c/(w² − c),

whose last term vanishes in the limit. It holds whenever w² ≠ c, in particular once w² > c, and `congr'` asks for the equality only at large w.

```lean
/-- The total oscillator strength fixes the leading high-frequency tail of the dielectric function:
`w ^ 2 (ε - 1)` tends to minus the f-sum. -/
theorem fsum_tail (f W : ι → ℝ) :
    Tendsto (fun w => w ^ 2 * (epsilon f W w - 1)) atTop (𝓝 (-∑ k, f k)) := by
  have h : Tendsto (fun w : ℝ => ∑ k, f k * (w ^ 2 / (W k ^ 2 - w ^ 2))) atTop
      (𝓝 (∑ k, f k * (-1))) :=
    tendsto_finsetSum Finset.univ fun k _ => (free_response (W k ^ 2)).const_mul (f k)
  have hs : ∑ k, f k * (-1) = -∑ k, f k := by simp
  rw [hs] at h
  refine h.congr fun w => ?_
  rw [epsilon, add_sub_cancel_left, Finset.mul_sum]
  exact Finset.sum_congr rfl fun k _ => by ring
```

Multiplying ε − 1 by w² and applying the previous limit to each term gives

w²(ε − 1) = Σ_k f_k · w²/(W_k² − w²) → −Σ_k f_k.

This is the tail ε ≈ 1 − ω_p²/w² once Σ_k f_k is identified with the squared plasma frequency ω_p². That identification is the physical content of the f-sum rule, which ties the total strength to the electron density. It enters here as an interpretation, since the strengths are given numbers.

```lean
/-- The change of the dielectric function caused by a transfer, multiplied by `w ^ 4`, tends to
`-g (W j ^ 2 - W i ^ 2)` at high frequency. -/
theorem transfer_tail [DecidableEq ι] (f W : ι → ℝ) (i j : ι) (g : ℝ) :
    Tendsto (fun w => w ^ 4 * (epsilon (transfer f i j g) W w - epsilon f W w)) atTop
      (𝓝 (-(g * (W j ^ 2 - W i ^ 2)))) := by
  -- at high frequency all resonances have been passed
  have hev : ∀ᶠ w : ℝ in atTop, ∀ k, w ^ 2 ≠ W k ^ 2 :=
    Filter.eventually_all.mpr fun k =>
      ((tendsto_pow_atTop (α := ℝ) two_ne_zero).eventually_gt_atTop (W k ^ 2)).mono
        fun _ h => (ne_of_lt h).symm
  have h := ((free_response (W i ^ 2)).mul (free_response (W j ^ 2))).const_mul
    (-(g * (W j ^ 2 - W i ^ 2)))
  have hl : -(g * (W j ^ 2 - W i ^ 2)) * ((-1) * (-1)) = -(g * (W j ^ 2 - W i ^ 2)) := by
    ring
  rw [hl] at h
  refine h.congr' ?_
  filter_upwards [hev] with w hw
  rw [epsilon_transfer_sub f W i j g hw, div_mul_div_comm]
  ring

end

end SpectralWeightTransfer
```

Because the total is fixed, the w⁻² tails cancel and the change first appears at order w⁻⁴:

w⁴Δε = −g(W_j² − W_i²) · [w²/(W_i² − w²)] · [w²/(W_j² − w²)] → −g(W_j² − W_i²).

Each bracket tends to −1. The step `hev` records that w² eventually differs from every W_k², since it exceeds all of these finitely many values at large w. The formula for Δε then applies.

The same algebra has a neighbouring use at imaginary frequency, which I add here without a Lean proof. Replacing w² by −u² with u > 0 gives

Δε = −g(W_j² − W_i²) / [(W_i² + u²)(W_j² + u²)].

Both factors of the denominator are now positive, so an upward transfer lowers ε at every such u. Dispersion forces can be computed from the response on this axis.

```lean
#print axioms SpectralWeightTransfer.epsilon_transfer_sign
#print axioms SpectralWeightTransfer.single_oscillator_sign
#print axioms SpectralWeightTransfer.fsum_tail
#print axioms SpectralWeightTransfer.transfer_tail
```

```
'SpectralWeightTransfer.epsilon_transfer_sign' depends on axioms: [propext, Classical.choice, Quot.sound]
'SpectralWeightTransfer.single_oscillator_sign' depends on axioms: [propext, Classical.choice, Quot.sound]
'SpectralWeightTransfer.fsum_tail' depends on axioms: [propext, Classical.choice, Quot.sound]
'SpectralWeightTransfer.transfer_tail' depends on axioms: [propext, Classical.choice, Quot.sound]
```
